# For a non-negative gap g, an energy above g solves the Kane secular equation without the split-off state exactly when it equals the two-band energy

The model is a real 3×3 Kane Hamiltonian for the conduction, light-hole and split-off states, with the light-hole level at zero energy and no free-electron kinetic term on the diagonal. The theorem deletes the split-off row and column from E − H and says that, for g ≥ 0 and E > g, the remaining 2×2 determinant vanishes if and only if E = (g + √(g² + 8p²/3))/2. The splitting `D` and the coupling `p` may be any real numbers. The proof first computes the determinant as E(E − g) − 2p²/3, then solves the quadratic in both directions, using E > g ≥ 0 to choose the sign of the square root.

This version doesn't compile in Lean 4 with Mathlib:

```lean
import Mathlib

open Filter Topology

namespace TwoBandSecularIff

noncomputable section

/-- The Kane Hamiltonian in the conduction, light-hole and split-off states, with gap `g`,
spin-orbit splitting `D` and interband coupling `p` (momentum matrix element times wave number). -/
def kaneHamiltonian (g D p : ℝ) : Matrix (Fin 3) (Fin 3) ℝ :=
  !![g, Real.sqrt (2 / 3) * p, Real.sqrt (1 / 3) * p;
     Real.sqrt (2 / 3) * p, 0, 0;
     Real.sqrt (1 / 3) * p, 0, -D]

/-- The closed two-band expression for the conduction energy. -/
def twoBandEnergy (g p : ℝ) : ℝ := (g + Real.sqrt (g ^ 2 + 8 * p ^ 2 / 3)) / 2

/-- For `g ≥ 0`, deleting the split-off row and column from the secular determinant leaves
`twoBandEnergy` as the only possible solution above `g`. -/
theorem twoBand_secular_iff {g p E : ℝ} (D : ℝ) (hg : 0 ≤ g) (hE : g < E) :
    ((E • (1 : Matrix (Fin 3) (Fin 3) ℝ) - kaneHamiltonian g D p).submatrix
      ![0, 1] ![0, 1]).det = 0 ↔ E = twoBandEnergy g p := by
  have hdet : ((E • (1 : Matrix (Fin 3) (Fin 3) ℝ) - kaneHamiltonian g D p).submatrix
      ![0, 1] ![0, 1]).det = E * (E - g) - 2 * p ^ 2 / 3 := by
    have h1 : Real.sqrt (2 / 3) ^ 2 = 2 / 3 := Real.sq_sqrt (by norm_num)
    unfold kaneHamiltonian
    generalize Real.sqrt (2 / 3) = a at h1 ⊢
    simp [Matrix.det_fin_two]
    linear_combination (-p ^ 2) * h1
  rw [hdet]
  unfold twoBandEnergy
  constructor
  · intro h
    have hq : g ^ 2 + 8 * p ^ 2 / 3 = (2 * E - g) ^ 2 := by linear_combination (-4) * h
    rw [hq, Real.sqrt_sq (by linarith)]
    ring
  · intro h
    have hq : Real.sqrt (g ^ 2 + 8 * p ^ 2 / 3) ^ 2 = g ^ 2 + 8 * p ^ 2 / 3 :=
      Real.sq_sqrt (by positivity)
    have hr : Real.sqrt (g ^ 2 + 8 * p ^ 2 / 3) = 2 * E - g := by linarith
    rw [hr] at hq
    linear_combination hq / 4

end

end TwoBandSecularIff
```

Lean reports:

```
Main.lean:30:4: error: ring failed, ring expressions not equal
g p E D : ℝ
hg : 0 ≤ g
hE : g < E
a : ℝ
h1 : a ^ 2 = 2 / 3
⊢ Matrix.det
            (Matrix.vecCons (fun j => E * 1 0 (![0, 1] j) - ![g, a * p, (√3)⁻¹ * p] (![0, 1] j))
              (Matrix.vecCons (fun j => E * 1 1 (![0, 1] j) - ![a * p, 0, 0] (![0, 1] j)) !![,,])) +
          p ^ 2 * a ^ 2 +
        E * g -
      E ^ 2 =
    0
Main.lean:29:10: warning: This simp argument is unused:
  Matrix.det_fin_two

Hint: Omit it from the simp argument list.
  [apply] simp

Note: This linter can be disabled with `set_option linter.unusedSimpArgs false`
```

After these edits no error is left:

```diff
@@ -27,5 +27,6 @@
     unfold kaneHamiltonian
     generalize Real.sqrt (2 / 3) = a at h1 ⊢
-    simp [Matrix.det_fin_two]
+    rw [Matrix.det_fin_two]
+    simp [Matrix.submatrix_apply]
     linear_combination (-p ^ 2) * h1
   rw [hdet]
```

The error comes from `linear_combination`, which closes its goal with `ring`. The goal still contains an unexpanded `Matrix.det`, which `ring` can only treat as an unknown quantity, so the two sides cannot be matched.

The determinant should have been expanded by `Matrix.det_fin_two`, but the warning says that `simp` never used it. `simp` simplifies the inside of an expression first, and here it rewrote the submatrix into rows built with `Matrix.vecCons`. The lemma did not fire on the determinant of that new form; the messages do not show exactly what kept it from matching.

The repair calls `rw [Matrix.det_fin_two]` first, while the matrix is still written as a submatrix. This leaves products of individual entries, which `simp` can evaluate, and the unchanged `linear_combination` then needs only `a ^ 2 = 2 / 3`. Naming `Matrix.submatrix_apply` in the `simp` call is mere tidying, since it is already a `simp` lemma.
